# Monotone purification of energy-ordered occupations cannot reach idempotency if the electron number converges to a value that leaves a level partly filled

A purification run on a system with a partly filled degenerate level can stall: the electron number settles, but the idempotency error stops falling. Without a lower bound on that error, the stall can be mistaken for a loose threshold or too few iterations, and computer time can go into steps that will not bring the error to zero. The problems below derive such a bound for a finite set of orbitals with fixed energies, and apply it to iterations that use monotone maps and whose electron number converges.

## Orbitals, occupations and counts

The orbitals are spin orbitals, each holding at most one electron. Orbital \(i\) has energy \(e_i\) and occupation \(x_i\), with \(x_i=1\) when it is full. The orbitals form a finite type `ι`. The level of interest has energy \(\mu\), and \(N\) is the electron number, which may be any real number.

```lean
import Mathlib

open Filter Topology Matrix

namespace OpenShellPurification

noncomputable section

variable {ι : Type*} [Fintype ι] {e x : ι → ℝ} {μ N : ℝ}
```

The occupations are assumed to lie in \([0,1]\) and to satisfy \(x_j\le x_i\) whenever \(e_i\le e_j\). Applied in both directions, this condition gives orbitals of equal energy equal occupations. It describes a density matrix that is a non-increasing function of the Hamiltonian, as in the usual starting guess for purification.

```lean
/-- Occupations between 0 and 1 that depend only on the orbital energy and never increase
with it. -/
structure EnergyOrdered (e x : ι → ℝ) : Prop where
  nonneg : ∀ i, 0 ≤ x i
  le_one : ∀ i, x i ≤ 1
  anti : ∀ i j, e i ≤ e j → x j ≤ x i
```

Let \(k\) be the number of orbitals below \(\mu\), which is `levelsBelow`, and \(m\) the number at \(\mu\), which is `degeneracy`.

```lean
/-- The number of orbitals with energy below `μ`. -/
def levelsBelow (e : ι → ℝ) (μ : ℝ) : ℕ := (Finset.univ.filter (fun i => e i < μ)).card

/-- The number of orbitals with energy exactly `μ`. -/
def degeneracy (e : ι → ℝ) (μ : ℝ) : ℕ := (Finset.univ.filter (fun i => e i = μ)).card
```

The idempotency error is \(E=\sum_i x_i(1-x_i)\). If the \(x_i\) are the eigenvalues of a density matrix \(P\), this is \(\mathrm{Tr}(P-P^2)\); the Lean file works with the occupations alone.

```lean
/-- The idempotency error `∑ x (1 - x)` of a set of occupations. -/
def idemError (x : ι → ℝ) : ℝ := ∑ i, x i * (1 - x i)
```

Let \(A\) be the total number of holes below \(\mu\), and \(B\) the total number of electrons above it.

```lean
/-- The total number of holes in the orbitals below `μ`. -/
def holesBelow (e : ι → ℝ) (μ : ℝ) (x : ι → ℝ) : ℝ := ∑ i, if e i < μ then 1 - x i else 0

/-- The total number of electrons in the orbitals above `μ`. -/
def electronsAbove (e : ι → ℝ) (μ : ℝ) (x : ι → ℝ) : ℝ := ∑ i, if μ < e i then x i else 0
```

The last definition, `shellBound`, combines \(k\), \(m\) and \(N\) into one number, which is needed from part (g) on.

```lean
/-- The open-shell bound `(N - k)(k + m - N)/m`, for a level `μ` that holds `m > 0` orbitals
and has `k` orbitals below it. -/
def shellBound (e : ι → ℝ) (μ N : ℝ) : ℝ :=
  (N - levelsBelow e μ) * (levelsBelow e μ + degeneracy e μ - N) / degeneracy e μ
```

## (a) An orbital at the level

**Task.** Let \(k<N<k+m\). Show that some orbital \(j\) has
\[ e_j=\mu . \]

**Solution.** The two inequalities give \(k<k+m\), so \(m>0\). The set of orbitals at \(\mu\) therefore has a member. Lean gets it from `Finset.card_pos`.

```lean
/-- If the electron number lies strictly between `k` and `k + m`, some orbital has
energy `μ`. -/
theorem exists_orbital (h1 : (levelsBelow e μ : ℝ) < N)
    (h2 : N < levelsBelow e μ + degeneracy e μ) : ∃ j, e j = μ := by
  have hm : (0 : ℝ) < degeneracy e μ := by linarith
  have hm' : 0 < degeneracy e μ := by exact_mod_cast hm
  obtain ⟨j, hj⟩ := Finset.card_pos.mp hm'
  exact ⟨j, (Finset.mem_filter.mp hj).2⟩
```

## (b) Counting electrons

**Task.** Let \(e_j=\mu\). Show that
\[ \sum_i x_i = k-A+m\,x_j+B . \]

**Solution.** Split the sum by energy. Below \(\mu\), write \(x_i=1-(1-x_i)\); these terms add up to \(k-A\). At \(\mu\), ordering in both directions gives \(x_i=x_j\), so the level holds \(m x_j\) electrons. The terms above \(\mu\) add up to \(B\).

Lean writes \(k\) and \(m\) as sums of ones and zeros, then compares the two sides orbital by orbital, with `lt_trichotomy` supplying the three cases.

```lean
/-- Electron count for energy-ordered occupations: the filled lower levels, less their holes,
plus the electrons in the level `μ` and above it. -/
theorem electron_count (hx : EnergyOrdered e x) {j : ι} (hj : e j = μ) :
    ∑ i, x i = levelsBelow e μ - holesBelow e μ x + degeneracy e μ * x j
      + electronsAbove e μ x := by
  have hk : (levelsBelow e μ : ℝ) = ∑ i, if e i < μ then (1 : ℝ) else 0 := by
    simp [levelsBelow]
  have hm : (degeneracy e μ : ℝ) = ∑ i, if e i = μ then (1 : ℝ) else 0 := by
    simp [degeneracy]
  rw [hk, hm, holesBelow, electronsAbove, Finset.sum_mul, ← Finset.sum_sub_distrib,
    ← Finset.sum_add_distrib, ← Finset.sum_add_distrib]
  refine Finset.sum_congr rfl fun i _ => ?_
  rcases lt_trichotomy (e i) μ with h | h | h
  · simp only [if_pos h, if_neg h.ne, if_neg (not_lt.mpr h.le)]
    ring
  · have hij : x i = x j :=
      le_antisymm (hx.anti j i (by rw [h, hj])) (hx.anti i j (by rw [h, hj]))
    simp only [if_pos h, if_neg (not_lt.mpr h.le), if_neg (not_lt.mpr h.ge)]
    linarith
  · simp only [if_pos h, if_neg h.ne', if_neg (not_lt.mpr h.le)]
    ring
```

## (c) Error from each group of orbitals

**Task.** Let \(e_j=\mu\). Show that
\[ x_jA+(1-x_j)B+m\,x_j(1-x_j)\le E . \]

**Solution.** Below \(\mu\), \(x_i\ge x_j\), so \(x_i(1-x_i)\ge x_j(1-x_i)\). Above \(\mu\), \(x_i\le x_j\), so \(x_i(1-x_i)\ge(1-x_j)x_i\). At \(\mu\), each term equals \(x_j(1-x_j)\). Summing over all orbitals gives the claim.

In the outer cases `nlinarith` receives the products behind these inequalities, \((x_i-x_j)(1-x_i)\ge0\) and \((x_j-x_i)x_i\ge0\).

```lean
/-- For energy-ordered occupations, the idempotency error is at least that of the level `μ` itself,
plus the holes below it weighted by `x j` and the electrons above it weighted by `1 - x j`, where
`j` is an orbital at the level. -/
theorem error_from_shells (hx : EnergyOrdered e x) {j : ι} (hj : e j = μ) :
    x j * holesBelow e μ x + (1 - x j) * electronsAbove e μ x
      + degeneracy e μ * (x j * (1 - x j)) ≤ idemError x := by
  have hm : (degeneracy e μ : ℝ) = ∑ i, if e i = μ then (1 : ℝ) else 0 := by
    simp [degeneracy]
  rw [hm, holesBelow, electronsAbove, idemError, Finset.mul_sum, Finset.mul_sum,
    Finset.sum_mul, ← Finset.sum_add_distrib, ← Finset.sum_add_distrib]
  refine Finset.sum_le_sum fun i _ => ?_
  rcases lt_trichotomy (e i) μ with h | h | h
  · have hij := hx.anti i j (by rw [hj]; exact h.le)
    simp only [if_pos h, if_neg h.ne, if_neg (not_lt.mpr h.le)]
    nlinarith [mul_nonneg (sub_nonneg.2 hij) (sub_nonneg.2 (hx.le_one i))]
  · have hij : x i = x j :=
      le_antisymm (hx.anti j i (by rw [h, hj])) (hx.anti i j (by rw [h, hj]))
    simp only [if_pos h, if_neg (not_lt.mpr h.le), if_neg (not_lt.mpr h.ge), hij]
    linarith
  · have hij := hx.anti j i (by rw [hj]; exact h.le)
    simp only [if_pos h, if_neg h.ne', if_neg (not_lt.mpr h.le)]
    nlinarith [mul_nonneg (sub_nonneg.2 hij) (hx.nonneg i)]
```

## (d) The remainder

**Task.** Write \(S=\sum_i x_i\) and let \(e_j=\mu\). Show that
\[ (S-k)(k+m-S)+m\bigl(x_jB+(1-x_j)A\bigr)+(B-A)^2\le mE . \]

**Solution.** Put \(D=B-A\). By (b), \(S-k=mx_j+D\) and \(k+m-S=m(1-x_j)-D\), so
\[ (S-k)(k+m-S)=m^2x_j(1-x_j)+m(1-2x_j)D-D^2 . \]
Multiply (c) by \(m\) and subtract this product from its left side. What remains is
\[ m\bigl[x_jA+(1-x_j)B-(1-2x_j)(B-A)\bigr]+D^2=m\bigl[(1-x_j)A+x_jB\bigr]+D^2 , \]
which is the remainder in the claim. Lean multiplies (c) by \(m\), inserts (b), and leaves the expansion to `linarith`.

```lean
/-- The open-shell bound with its remainder, for energy-ordered occupations and a level `μ`
that holds the orbital `j`. -/
theorem bound_with_remainder (hx : EnergyOrdered e x) {j : ι} (hj : e j = μ) :
    (∑ i, x i - levelsBelow e μ) * (levelsBelow e μ + degeneracy e μ - ∑ i, x i)
      + degeneracy e μ * (x j * electronsAbove e μ x + (1 - x j) * holesBelow e μ x)
      + (electronsAbove e μ x - holesBelow e μ x) ^ 2 ≤ degeneracy e μ * idemError x := by
  have h := mul_le_mul_of_nonneg_left (error_from_shells hx hj)
    (Nat.cast_nonneg (degeneracy e μ) : (0 : ℝ) ≤ _)
  rw [electron_count hx hj]
  linarith
```

## (e) Holes are nonnegative

**Task.** Show that the contribution \(a_i\) of each orbital to \(A\) satisfies
\[ a_i\ge0 . \]

**Solution.** Below \(\mu\), \(a_i=1-x_i\ge0\) because \(x_i\le1\). Otherwise \(a_i=0\).

```lean
omit [Fintype ι] in
/-- For energy-ordered occupations, each orbital contributes a nonnegative number of holes
below `μ`. -/
theorem holes_nonneg (hx : EnergyOrdered e x) (i : ι) :
    0 ≤ if e i < μ then 1 - x i else 0 := by
  split_ifs
  · linarith [hx.le_one i]
  · exact le_rfl
```

## (f) Electrons are nonnegative

**Task.** Show that the contribution \(b_i\) of each orbital to \(B\) satisfies
\[ b_i\ge0 . \]

**Solution.** Above \(\mu\), \(b_i=x_i\ge0\). Otherwise \(b_i=0\).

```lean
omit [Fintype ι] in
/-- For energy-ordered occupations, each orbital contributes a nonnegative number of electrons
above `μ`. -/
theorem electrons_nonneg (hx : EnergyOrdered e x) (i : ι) :
    0 ≤ if μ < e i then x i else 0 := by
  split_ifs
  · exact hx.nonneg i
  · exact le_rfl
```

## (g) The lower bound

**Task.** Let \(\sum_i x_i=N\) and \(k<N<k+m\). Show that
\[ 0<\frac{(N-k)(k+m-N)}{m}\le E . \]

**Solution.** All three factors are positive, hence so is the fraction. Take \(j\) from (a). By (e) and (f), \(A\) and \(B\) are nonnegative, and \(0\le x_j\le1\), so the remainder in (d) is nonnegative. Drop it and divide by \(m\).

Equal occupation within the level matters here: with one of two degenerate orbitals full and the other empty, \(N=1\) and \(E=0\).

```lean
/-- Energy-ordered occupations that sum to `N`, with `k < N < k + m`, have an idempotency
error of at least `(N - k)(k + m - N)/m`, which is positive. -/
theorem open_shell_bound (hx : EnergyOrdered e x) (hN : ∑ i, x i = N)
    (h1 : (levelsBelow e μ : ℝ) < N) (h2 : N < levelsBelow e μ + degeneracy e μ) :
    0 < shellBound e μ N ∧ shellBound e μ N ≤ idemError x := by
  have hm : (0 : ℝ) < degeneracy e μ := by linarith
  obtain ⟨j, hj⟩ := exists_orbital h1 h2
  refine ⟨div_pos (mul_pos (by linarith) (by linarith)) hm, ?_⟩
  have hA : 0 ≤ holesBelow e μ x := Finset.sum_nonneg fun i _ => holes_nonneg hx i
  have hB : 0 ≤ electronsAbove e μ x := Finset.sum_nonneg fun i _ => electrons_nonneg hx i
  have hr := mul_nonneg hm.le (add_nonneg (mul_nonneg (hx.nonneg j) hB)
    (mul_nonneg (sub_nonneg.2 (hx.le_one j)) hA))
  have h := bound_with_remainder hx hj
  rw [hN] at h
  rw [shellBound, div_le_iff₀ hm]
  linarith [sq_nonneg (electronsAbove e μ x - holesBelow e μ x)]
```

## (h) When the bound is attained

**Task.** Under the conditions of (g), show that
\[ E=\frac{(N-k)(k+m-N)}{m}\iff x_i=1\text{ for all }e_i<\mu\ \text{ and }\ x_i=0\text{ for all }e_i>\mu . \]

**Solution.** Suppose equality holds. Then the remainder in (d) is at most zero, and since its terms are nonnegative, each vanishes. The square gives \(A=B\), and the other term becomes \(mA=0\). So \(A=B=0\). A vanishing sum of nonnegative terms has only zero terms, which fixes the occupations below and above \(\mu\).

Conversely, full lower and empty upper orbitals give \(A=B=0\). Then \(N-k=mx_j\) and \(k+m-N=m(1-x_j)\), so the fraction equals \(mx_j(1-x_j)\), which is also \(E\). Lean proves the two directions in this order.

The smallest case is a single orbital, \(k=0\) and \(m=1\), with \(0<N<1\): then \(x_j=N\), and both sides are \(N(1-N)\). For integer \(N\) the level needs at least two orbitals; one electron in two degenerate orbitals gives \(x_i=\tfrac12\) for each and \(E=\tfrac12\).

```lean
/-- For energy-ordered occupations with sum `N` and `k < N < k + m`, the bound is attained
exactly when all orbitals below `μ` are full and all orbitals above `μ` are empty. -/
theorem bound_attained_iff (hx : EnergyOrdered e x) (hN : ∑ i, x i = N)
    (h1 : (levelsBelow e μ : ℝ) < N) (h2 : N < levelsBelow e μ + degeneracy e μ) :
    idemError x = shellBound e μ N ↔
      (∀ i, e i < μ → x i = 1) ∧ (∀ i, μ < e i → x i = 0) := by
  have hm : (0 : ℝ) < degeneracy e μ := by linarith
  obtain ⟨j, hj⟩ := exists_orbital h1 h2
  constructor
  · intro h
    have hA : 0 ≤ holesBelow e μ x := Finset.sum_nonneg fun i _ => holes_nonneg hx i
    have hB : 0 ≤ electronsAbove e μ x :=
      Finset.sum_nonneg fun i _ => electrons_nonneg hx i
    have hr := mul_nonneg hm.le (add_nonneg (mul_nonneg (hx.nonneg j) hB)
      (mul_nonneg (sub_nonneg.2 (hx.le_one j)) hA))
    have hb := bound_with_remainder hx hj
    rw [hN, h, shellBound, mul_div_cancel₀ _ hm.ne'] at hb
    -- the remainder vanishes, so holes and electrons balance and are both absent
    have hsq : (electronsAbove e μ x - holesBelow e μ x) ^ 2 = 0 :=
      le_antisymm (by linarith) (sq_nonneg _)
    have hAB : electronsAbove e μ x = holesBelow e μ x :=
      sub_eq_zero.mp (pow_eq_zero_iff two_ne_zero |>.mp hsq)
    rw [hAB] at hb
    have hA0 : holesBelow e μ x = 0 := by
      have : (degeneracy e μ : ℝ) * holesBelow e μ x ≤ 0 := by linarith
      nlinarith
    have hB0 : electronsAbove e μ x = 0 := hAB.trans hA0
    constructor
    · intro i hi
      have := (Finset.sum_eq_zero_iff_of_nonneg
        (fun i _ => holes_nonneg (μ := μ) hx i)).mp hA0 i (Finset.mem_univ i)
      rw [if_pos hi] at this
      linarith
    · intro i hi
      have := (Finset.sum_eq_zero_iff_of_nonneg
        (fun i _ => electrons_nonneg (μ := μ) hx i)).mp hB0 i (Finset.mem_univ i)
      rwa [if_pos hi] at this
  · rintro ⟨hlo, hhi⟩
    have hA0 : holesBelow e μ x = 0 := by
      refine Finset.sum_eq_zero fun i _ => ?_
      split_ifs with h
      · rw [hlo i h, sub_self]
      · rfl
    have hB0 : electronsAbove e μ x = 0 := by
      refine Finset.sum_eq_zero fun i _ => ?_
      split_ifs with h
      · exact hhi i h
      · rfl
    have hc := electron_count hx hj
    rw [hN, hA0, hB0] at hc
    have hd : (degeneracy e μ : ℝ) = ∑ i, if e i = μ then (1 : ℝ) else 0 := by
      simp [degeneracy]
    have he : idemError x = degeneracy e μ * (x j * (1 - x j)) := by
      rw [hd, Finset.sum_mul, idemError]
      refine Finset.sum_congr rfl fun i _ => ?_
      rcases lt_trichotomy (e i) μ with h | h | h
      · rw [if_neg h.ne, hlo i h]; ring
      · rw [if_pos h, le_antisymm (hx.anti j i (by rw [h, hj]))
          (hx.anti i j (by rw [h, hj])), one_mul]
      · rw [if_neg h.ne', hhi i h]; ring
    rw [he, shellBound, eq_div_iff hm.ne', hc]
    ring
```

## (i) Purification stalls

**Task.** Start from energy-ordered occupations \(x_{0,i}\) and iterate \(x_{n+1,i}=p_n(x_{n,i})\), where each \(p_n\) is monotone (non-decreasing) on \([0,1]\) and maps it into itself. Let \(\sum_i x_{n,i}\to N\) with \(k<N<k+m\), and let \(E_n\) be the error at step \(n\). Show that for every \(\delta<(N-k)(k+m-N)/m\),
\[ E_n>\delta\ \text{ for all large }n,\qquad\text{and}\qquad E_n\not\to0 . \]

**Solution.** A monotone map of \([0,1]\) into itself preserves the energy ordering, so by induction every iterate is energy-ordered. Put \(S_n=\sum_i x_{n,i}\). For large \(n\), \(k<S_n<k+m\), and (g) with \(S_n\) in place of \(N\) gives
\[ E_n\ge\frac{(S_n-k)(k+m-S_n)}{m} . \]
The right side tends to its value at \(N\), so it eventually exceeds \(\delta\). If \(E_n\) tended to zero, taking \(\delta\) as half the bound would make that positive half at most zero.

In Lean, `hx` is the induction, `key` the first claim, and `∀ᶠ n in atTop` means "for all large \(n\)". The McWeeny polynomial \(3x^2-2x^3\) meets the conditions on \(p_n\). That the electron number converges to a value strictly between \(k\) and \(k+m\) is a separate assumption: McWeeny steps alone can empty or fill the whole level, which reaches idempotency with a different electron number.

```lean
/-- Let each purification step apply a monotone map of `[0,1]` into itself to energy-ordered
occupations, with sums tending to `N` and `k < N < k + m`. For each number below the open-shell
bound, the idempotency error exceeds that number from some step on. The error does not tend to zero.
-/
theorem purification_stalls (x : ℕ → ι → ℝ) (p : ℕ → ℝ → ℝ) (h0 : EnergyOrdered e (x 0))
    (hp : ∀ n, MonotoneOn (p n) (Set.Icc 0 1))
    (hmap : ∀ n, Set.MapsTo (p n) (Set.Icc 0 1) (Set.Icc 0 1))
    (hstep : ∀ n i, x (n + 1) i = p n (x n i))
    (hN : Tendsto (fun n => ∑ i, x n i) atTop (𝓝 N))
    (h1 : (levelsBelow e μ : ℝ) < N) (h2 : N < levelsBelow e μ + degeneracy e μ) :
    (∀ δ < shellBound e μ N, ∀ᶠ n in atTop, δ < idemError (x n)) ∧
      ¬ Tendsto (fun n => idemError (x n)) atTop (𝓝 0) := by
  -- every iterate stays energy-ordered
  have hx : ∀ n, EnergyOrdered e (x n) := by
    intro n
    induction n with
    | zero => exact h0
    | succ n ih =>
      have hI : ∀ i, x n i ∈ Set.Icc (0 : ℝ) 1 := fun i => ⟨ih.nonneg i, ih.le_one i⟩
      refine ⟨fun i => ?_, fun i => ?_, fun i j hij => ?_⟩
      · rw [hstep]; exact (hmap n (hI i)).1
      · rw [hstep]; exact (hmap n (hI i)).2
      · rw [hstep, hstep]; exact hp n (hI j) (hI i) (ih.anti i j hij)
  have key : ∀ δ < shellBound e μ N, ∀ᶠ n in atTop, δ < idemError (x n) := by
    intro δ hδ
    have hlim : Tendsto (fun n => shellBound e μ (∑ i, x n i)) atTop
        (𝓝 (shellBound e μ N)) :=
      ((hN.sub_const _).mul (hN.const_sub _)).div_const _
    filter_upwards [hlim.eventually (lt_mem_nhds hδ), hN.eventually (lt_mem_nhds h1),
      hN.eventually (gt_mem_nhds h2)] with n ha hb hc
    exact lt_of_lt_of_le ha (open_shell_bound (hx n) rfl hb hc).2
  refine ⟨key, fun ht => ?_⟩
  have hpos : 0 < shellBound e μ N :=
    div_pos (mul_pos (by linarith) (by linarith)) (by linarith)
  have hge : shellBound e μ N / 2 ≤ 0 :=
    ge_of_tendsto ht ((key _ (half_lt_self hpos)).mono fun n hn => hn.le)
  linarith

end

end OpenShellPurification
```

```lean
#print axioms OpenShellPurification.bound_attained_iff
#print axioms OpenShellPurification.purification_stalls
```

```
'OpenShellPurification.bound_attained_iff' depends on axioms: [propext, Classical.choice, Quot.sound]
'OpenShellPurification.purification_stalls' depends on axioms: [propext, Classical.choice, Quot.sound]
```
